# The one-pair Richardson equation with attractive coupling has one real solution per distinct level

## Two levels, two pair energies

Put one pair of electrons in a system with two levels. Without interaction the pair has energy $0$ in the lower level and $3$ in the upper one. An attraction of strength $g=2$ lowers each of these energies by $2$ and also scatters the pair between the levels. The energy $E$ of the interacting pair satisfies
$$1 = 2\left(\frac{1}{0-E}+\frac{1}{3-E}\right).$$
Multiplying by $-E(3-E)$ gives $E^2-3E = 6-4E$, that is, $E^2+E-6=0$, with roots $E=-3$ and $E=2$. One lies below both levels, the other between them.

The cause is visible in the sum. Between the levels it rises from $-\infty$ to $+\infty$, so it takes the required value $1/g$ once. Below both levels it rises from $0$ to $+\infty$ and again takes that value once. Above both it is negative.

## Where the equation comes from

Let $d_0<\dots<d_n$ be the energies of a pair placed in each of $L=n+1$ levels; for two electrons in time-reversed orbitals, $d_i$ is twice the orbital energy. A constant pairing interaction has matrix element $-g$ between any two levels, and also within each level. Here $g>0$ means attraction. For pair amplitudes $c_i$ the Schrödinger equation reads
$$(d_i-E)\,c_i = g\sum_j c_j .$$
If $E$ differs from every level, an eigenvector must have $\sum_j c_j\neq0$. Dividing by $d_i-E$, summing over $i$ and cancelling $\sum_j c_j$ gives
$$1=g\,S(E),\qquad S(E)=\sum_{i=0}^{n}\frac{1}{d_i-E}.$$
The Lean file starts from this equation, not from the Hamiltonian.

## Counting the solutions

**At most one per interval.** Let $E<F$ with no level in $[E,F]$. For each $i$,
$$\frac1{d_i-F}-\frac1{d_i-E}=\frac{F-E}{(d_i-F)(d_i-E)}>0,$$
since both factors in the denominator have the same sign. Hence $S(E)<S(F)$, and $gS$ cannot equal $1$ at both points.

**One below the lowest level.** Let $R(x)=\sum_{i\ge1}1/(d_i-x)$. Multiplying $1-gS(x)$ by $d_0-x$ removes the pole at $d_0$:
$$f(x)=(d_0-x)(1-gR(x))-g .$$
This function is continuous up to $d_0$, where $f(d_0)=-g<0$. With $G=g(n+1)$, every term of $R(d_0-G)$ is at most $1/G$, so
$$f(d_0-G)=G-gG\,R(d_0-G)-g\ \ge\ G-gn-g=0 .$$
The intermediate value theorem gives a zero in $[d_0-G,d_0]$. It is not $d_0$, so dividing by $d_0-x$ recovers the equation.

**One in each gap.** Let $a=d_k$, $b=d_{k+1}$, and let $R$ now omit these two levels. Multiplying $1-gS(x)$ by $(x-a)(b-x)$ gives
$$f(x)=(x-a)(b-x)(1-gR(x))+g(b-x)-g(x-a).$$
It is continuous on $[a,b]$, with $f(a)=g(b-a)>0$ and $f(b)=-g(b-a)<0$. It therefore has a zero strictly inside, which solves the equation.

**None above.** If $E>d_n$, every term of $S(E)$ is negative, so $gS(E)\neq1$. The total is $1+n=L$.

## How strongly the pair is bound in its lowest state

For a solution below all levels, let $u=d_0-E>0$. The sum is at least its first term and at most $n+1$ times that term:
$$\frac1u\le S(E)\le\frac{n+1}{u}.$$
Multiplying by $gu$ and using $gS(E)=1$ gives $g\le u\le gL$. In the opening example $u=3$ lies between $2$ and $4$. For a single level the bounds coincide and $E=d_0-g$. The argument allows equal levels; if all of them coincide, $u=gL$.

In this one-pair model with constant coupling, the gaps and the interval $[d_0-gL,\,d_0-g]$ tell a numerical root finder where to search.

## The statement in Lean

The levels are a function `d : Fin (n + 1) → ℝ`, so there is always at least one. `StrictMono d` says that they are distinct and listed in increasing order. `pairSum d E` is $S(E)$, and `IsPairEnergy g d E` says that $E$ avoids every level and satisfies $1=gS(E)$. The first condition matters because Lean sets $1/0=0$, which could otherwise let a level pass as a solution.

For `k : Fin n`, the indices `k.castSucc` and `k.succ` stand for $k$ and $k+1$ among the levels. For `StrictMono d` and $g>0$, the theorem `one_pair_richardson` states that the set of pair energies has `n + 1` elements, that exactly one lies below `d 0`, and that exactly one lies in each open gap. The symbol `∃!` means "there is exactly one".

`binding_energy_bounds` also assumes $g>0$. Of the levels it asks only `Monotone d`, which permits degeneracy, but it takes the solution below the levels as given. The theorems concern real energies, finitely many levels and a single pair with the same attraction throughout. Repulsive coupling and the coupled equations for several pairs are not treated.

```lean
import Mathlib

open Set

namespace OnePairRichardson

noncomputable section

/-- The sum of `1 / (d i - E)` over all levels `d i`, at pair energy `E`. -/
def pairSum {n : ℕ} (d : Fin (n + 1) → ℝ) (E : ℝ) : ℝ := ∑ i, 1 / (d i - E)

/-- `E` differs from every level and solves the one-pair Richardson equation
with coupling `g`. -/
def IsPairEnergy {n : ℕ} (g : ℝ) (d : Fin (n + 1) → ℝ) (E : ℝ) : Prop :=
  (∀ i, E ≠ d i) ∧ 1 = g * pairSum d E

variable {n : ℕ} {d : Fin (n + 1) → ℝ} {g : ℝ}

/-- For `E < F`, the pair sum is strictly smaller at `E` than at `F` if no level lies in the closed
interval from `E` to `F`. -/
theorem pairSum_lt {E F : ℝ} (hEF : E < F) (h : ∀ i, d i < E ∨ F < d i) :
    pairSum d E < pairSum d F := by
  unfold pairSum
  apply Finset.sum_lt_sum_of_nonempty Finset.univ_nonempty
  intro i _
  have hp : 0 < (d i - F) * (d i - E) := by
    rcases h i with h | h
    · exact mul_pos_of_neg_of_neg (by linarith) (by linarith)
    · exact mul_pos (by linarith) (by linarith)
  have key : 1 / (d i - F) - 1 / (d i - E) = (F - E) / ((d i - F) * (d i - E)) := by
    rw [div_sub_div _ _ (left_ne_zero_of_mul hp.ne') (right_ne_zero_of_mul hp.ne')]
    congr 1
    ring
  have := div_pos (sub_pos.2 hEF) hp
  linarith

/-- For an attractive coupling, two pair energies that lie on the same side of every level are
equal. -/
theorem eq_of_same_side (hg : 0 < g) {E F : ℝ} (hE : IsPairEnergy g d E)
    (hF : IsPairEnergy g d F) (h : ∀ i, (d i < E ∧ d i < F) ∨ (E < d i ∧ F < d i)) :
    E = F := by
  rcases lt_trichotomy E F with hlt | heq | hlt
  · have h1 := pairSum_lt hlt (fun i => (h i).imp And.left And.right)
    have h2 := mul_lt_mul_of_pos_left h1 hg
    linarith [hE.2, hF.2]
  · exact heq
  · have h1 := pairSum_lt hlt (fun i => (h i).imp And.right And.left)
    have h2 := mul_lt_mul_of_pos_left h1 hg
    linarith [hE.2, hF.2]

/-- For distinct levels in increasing order and attractive coupling, there is exactly one pair
energy below all levels. -/
theorem existsUnique_below (hd : StrictMono d) (hg : 0 < g) :
    ∃! E, E < d 0 ∧ IsPairEnergy g d E := by
  have h0 : ∀ i, d 0 ≤ d i := fun i => hd.monotone (Fin.zero_le i)
  obtain ⟨G, hG⟩ : ∃ G : ℝ, G = g * (n + 1) := ⟨_, rfl⟩
  have hGpos : 0 < G := by rw [hG]; positivity
  obtain ⟨R, hR⟩ : ∃ R : ℝ → ℝ, ∀ x, R x = ∑ i : Fin n, 1 / (d i.succ - x) :=
    ⟨fun x => ∑ i : Fin n, 1 / (d i.succ - x), fun _ => rfl⟩
  -- the equation multiplied by the distance to the lowest level
  obtain ⟨F, hF⟩ : ∃ F : ℝ → ℝ, ∀ x, F x = (d 0 - x) * (1 - g * R x) - g :=
    ⟨fun x => (d 0 - x) * (1 - g * R x) - g, fun _ => rfl⟩
  have hRc : ContinuousOn R (Icc (d 0 - G) (d 0)) := by
    rw [funext hR]
    exact continuousOn_finsetSum _ fun i _ => continuousOn_const.div (by fun_prop)
      fun x hx => (sub_pos.2 (lt_of_le_of_lt hx.2 (hd (Fin.succ_pos i)))).ne'
  have hFc : ContinuousOn F (Icc (d 0 - G) (d 0)) := by
    rw [funext hF]
    fun_prop
  have hb : F (d 0) = -g := by rw [hF]; ring
  have ha : 0 ≤ F (d 0 - G) := by
    have hS : R (d 0 - G) ≤ n * (1 / G) := by
      rw [hR]
      calc ∑ i : Fin n, 1 / (d i.succ - (d 0 - G)) ≤ ∑ _i : Fin n, 1 / G :=
            Finset.sum_le_sum fun i _ =>
              one_div_le_one_div_of_le hGpos (by linarith [h0 i.succ])
        _ = n * (1 / G) := by
            rw [Finset.sum_const, Finset.card_univ, Fintype.card_fin, nsmul_eq_mul]
    have h1 := mul_le_mul_of_nonneg_left hS (mul_pos hg hGpos).le
    have h2 : g * G * (n * (1 / G)) = g * n := by field_simp
    have h3 : F (d 0 - G) = G - g * G * R (d 0 - G) - g := by rw [hF]; ring
    rw [h3]
    linarith
  obtain ⟨x, hx, hx0⟩ := intermediate_value_Icc' (by linarith) hFc
    (show (0 : ℝ) ∈ Icc (F (d 0)) (F (d 0 - G)) from ⟨by linarith, ha⟩)
  have hlt : x < d 0 := lt_of_le_of_ne hx.2 fun h => by
    rw [h, hb] at hx0
    linarith
  refine ⟨x, ⟨hlt, fun i => (hlt.trans_le (h0 i)).ne, ?_⟩, ?_⟩
  · have hne : d 0 - x ≠ 0 := (sub_pos.2 hlt).ne'
    have e := mul_one_div_cancel hne
    rw [hF] at hx0
    unfold pairSum
    rw [Fin.sum_univ_succ, ← hR]
    apply mul_left_cancel₀ hne
    linear_combination hx0 - g * e
  · rintro y ⟨hy, hyr⟩
    refine eq_of_same_side hg hyr ⟨fun i => (hlt.trans_le (h0 i)).ne, ?_⟩
      (fun i => Or.inr ⟨hy.trans_le (h0 i), hlt.trans_le (h0 i)⟩)
    have hne : d 0 - x ≠ 0 := (sub_pos.2 hlt).ne'
    have e := mul_one_div_cancel hne
    rw [hF] at hx0
    unfold pairSum
    rw [Fin.sum_univ_succ, ← hR]
    apply mul_left_cancel₀ hne
    linear_combination hx0 - g * e

/-- For distinct levels in increasing order and attractive coupling, there is exactly one pair
energy in each open interval between consecutive levels. -/
theorem existsUnique_gap (hd : StrictMono d) (hg : 0 < g) (k : Fin n) :
    ∃! E, d k.castSucc < E ∧ E < d k.succ ∧ IsPairEnergy g d E := by
  have hidx : ∀ i : Fin (n + 1), i ≤ k.castSucc ∨ k.succ ≤ i := fun i => by
    show i.val ≤ k.val ∨ k.val + 1 ≤ i.val
    omega
  have hk : k.castSucc < k.succ := by
    show k.val < k.val + 1
    omega
  have hab := hd hk
  have hgp : 0 < g * (d k.succ - d k.castSucc) := mul_pos hg (sub_pos.2 hab)
  have hside : ∀ x, d k.castSucc < x → x < d k.succ → ∀ i, d i < x ∨ x < d i :=
    fun x h1 h2 i => (hidx i).imp (fun h => (hd.monotone h).trans_lt h1)
      (fun h => h2.trans_le (hd.monotone h))
  obtain ⟨R, hR⟩ : ∃ R : ℝ → ℝ, ∀ x, R x =
      ∑ i ∈ (Finset.univ.erase k.castSucc).erase k.succ, 1 / (d i - x) :=
    ⟨fun x => ∑ i ∈ (Finset.univ.erase k.castSucc).erase k.succ, 1 / (d i - x),
      fun _ => rfl⟩
  -- multiplying by the distances to both ends removes the two poles
  obtain ⟨F, hF⟩ : ∃ F : ℝ → ℝ, ∀ x, F x = (x - d k.castSucc) * (d k.succ - x) *
      (1 - g * R x) + g * (d k.succ - x) - g * (x - d k.castSucc) :=
    ⟨fun x => (x - d k.castSucc) * (d k.succ - x) *
      (1 - g * R x) + g * (d k.succ - x) - g * (x - d k.castSucc), fun _ => rfl⟩
  have hRc : ContinuousOn R (Icc (d k.castSucc) (d k.succ)) := by
    rw [funext hR]
    refine continuousOn_finsetSum _ fun i hi => continuousOn_const.div (by fun_prop) ?_
    intro x hx
    obtain ⟨h1, h2⟩ := Finset.mem_erase.1 hi
    have h3 := (Finset.mem_erase.1 h2).1
    rcases hidx i with h | h
    · exact (sub_neg.2 ((hd (lt_of_le_of_ne h h3)).trans_le hx.1)).ne
    · exact (sub_pos.2 (hx.2.trans_lt (hd (lt_of_le_of_ne h h1.symm)))).ne'
  have hFc : ContinuousOn F (Icc (d k.castSucc) (d k.succ)) := by
    rw [funext hF]
    fun_prop
  have ha : F (d k.castSucc) = g * (d k.succ - d k.castSucc) := by rw [hF]; ring
  have hb : F (d k.succ) = -(g * (d k.succ - d k.castSucc)) := by rw [hF]; ring
  obtain ⟨x, hx, hx0⟩ := intermediate_value_Icc' hab.le hFc
    (show (0 : ℝ) ∈ Icc (F (d k.succ)) (F (d k.castSucc)) from
      ⟨by linarith, by linarith⟩)
  have h1 : d k.castSucc < x := lt_of_le_of_ne hx.1 fun h => by
    rw [← h, ha] at hx0
    linarith
  have h2 : x < d k.succ := lt_of_le_of_ne hx.2 fun h => by
    rw [h, hb] at hx0
    linarith
  have hroot : IsPairEnergy g d x := by
    refine ⟨fun i => (hside x h1 h2 i).elim (fun h => h.ne') (fun h => h.ne), ?_⟩
    have hu : d k.castSucc - x ≠ 0 := (sub_neg.2 h1).ne
    have hv : d k.succ - x ≠ 0 := (sub_pos.2 h2).ne'
    have e1 := mul_one_div_cancel hu
    have e2 := mul_one_div_cancel hv
    rw [hF] at hx0
    unfold pairSum
    rw [← Finset.add_sum_erase _ _ (Finset.mem_univ k.castSucc),
      ← Finset.add_sum_erase _ _ (Finset.mem_erase.2 ⟨hk.ne', Finset.mem_univ k.succ⟩),
      ← hR]
    apply mul_left_cancel₀ (mul_ne_zero hu hv)
    linear_combination -hx0 - g * (d k.succ - x) * e1 - g * (d k.castSucc - x) * e2
  refine ⟨x, ⟨h1, h2, hroot⟩, ?_⟩
  rintro y ⟨hy1, hy2, hyr⟩
  exact eq_of_same_side hg hyr hroot fun i => (hidx i).imp
    (fun h => ⟨(hd.monotone h).trans_lt hy1, (hd.monotone h).trans_lt h1⟩)
    (fun h => ⟨hy2.trans_le (hd.monotone h), h2.trans_le (hd.monotone h)⟩)

/-- For an attractive coupling every pair energy lies below the first level or between
two consecutive levels. -/
theorem pairEnergy_location (hg : 0 < g) {x : ℝ} (hx : IsPairEnergy g d x) :
    x < d 0 ∨ ∃ k : Fin n, d k.castSucc < x ∧ x < d k.succ := by
  -- above all levels the pair sum has the wrong sign
  have htop : ∃ i, x < d i := by
    by_contra h
    have hs : pairSum d x ≤ 0 := Finset.sum_nonpos fun i _ =>
      one_div_nonpos.2 (sub_nonpos.2 (not_lt.1 fun hi => h ⟨i, hi⟩))
    have := mul_nonpos_of_nonneg_of_nonpos hg.le hs
    linarith [hx.2]
  obtain ⟨i, hi⟩ := htop
  induction i using Fin.induction with
  | zero => exact Or.inl hi
  | succ k ih =>
    rcases lt_or_gt_of_ne (hx.1 k.castSucc) with h | h
    · exact ih h
    · exact Or.inr ⟨k, h, hi⟩

/-- For distinct levels in increasing order and attractive coupling, the pair energies form an
increasing list, of the same length as the list of levels, and interlace with the levels from below.
-/
theorem pairEnergies_interlace (hd : StrictMono d) (hg : 0 < g) :
    ∃ E : Fin (n + 1) → ℝ, StrictMono E ∧ range E = {x | IsPairEnergy g d x} ∧
      (∀ j, E j < d j) ∧ ∀ k : Fin n, d k.castSucc < E k.succ := by
  obtain ⟨E0, h0, hr0⟩ := (existsUnique_below hd hg).exists
  choose G hG using fun k : Fin n => (existsUnique_gap hd hg k).exists
  obtain ⟨E, hE0, hEs⟩ : ∃ E : Fin (n + 1) → ℝ, E 0 = E0 ∧ ∀ k : Fin n, E k.succ = G k :=
    ⟨Fin.cons E0 G, rfl, fun _ => rfl⟩
  have hlt : ∀ j, E j < d j := by
    intro j
    refine Fin.cases ?_ (fun k => ?_) j
    · rw [hE0]; exact h0
    · rw [hEs]; exact (hG k).2.1
  have hgap : ∀ k : Fin n, d k.castSucc < E k.succ := fun k => by
    rw [hEs]; exact (hG k).1
  refine ⟨E, Fin.strictMono_iff_lt_succ.2 fun k => (hlt _).trans (hgap k), ?_, hlt, hgap⟩
  ext x
  constructor
  · rintro ⟨j, rfl⟩
    show IsPairEnergy g d (E j)
    refine Fin.cases ?_ (fun k => ?_) j
    · rw [hE0]; exact hr0
    · rw [hEs]; exact (hG k).2.2
  · intro hx
    rcases pairEnergy_location hg hx with h | ⟨k, h1, h2⟩
    · exact ⟨0, hE0.trans ((existsUnique_below hd hg).unique ⟨h0, hr0⟩ ⟨h, hx⟩)⟩
    · exact ⟨k.succ, (hEs k).trans
        ((existsUnique_gap hd hg k).unique (hG k) ⟨h1, h2, hx⟩)⟩

/-- For `n + 1` distinct levels and attractive coupling, the one-pair Richardson equation
has exactly `n + 1` real solutions: one below all levels and one in each gap. -/
theorem one_pair_richardson (hd : StrictMono d) (hg : 0 < g) :
    {E | IsPairEnergy g d E}.ncard = n + 1 ∧
      (∃! E, E < d 0 ∧ IsPairEnergy g d E) ∧
      ∀ k : Fin n, ∃! E, d k.castSucc < E ∧ E < d k.succ ∧ IsPairEnergy g d E := by
  refine ⟨?_, existsUnique_below hd hg, existsUnique_gap hd hg⟩
  obtain ⟨E, hE, hr, -, -⟩ := pairEnergies_interlace hd hg
  rw [← hr, ← Set.image_univ, Set.ncard_image_of_injective _ hE.injective,
    Set.ncard_univ, Nat.card_eq_fintype_card, Fintype.card_fin]

/-- For attractive coupling and levels in increasing order, possibly coinciding, let `E` be a pair
energy below all levels. Its distance from the lowest level is at least `g` and at most `g * (n +
1)`, where `n + 1` is the number of levels. -/
theorem binding_energy_bounds (hd : Monotone d) (hg : 0 < g) {E : ℝ} (hE : E < d 0)
    (hr : IsPairEnergy g d E) : g ≤ d 0 - E ∧ d 0 - E ≤ g * (n + 1) := by
  have hu : 0 < d 0 - E := sub_pos.2 hE
  have h0 : ∀ i, d 0 - E ≤ d i - E := fun i => by linarith [hd (Fin.zero_le i)]
  -- the lowest level alone bounds the sum from below
  have hlow : 1 / (d 0 - E) ≤ pairSum d E :=
    Finset.single_le_sum (f := fun i => 1 / (d i - E))
      (fun i _ => (one_div_pos.2 (hu.trans_le (h0 i))).le) (Finset.mem_univ 0)
  -- no term exceeds that of the lowest level
  have hupp : pairSum d E ≤ (n + 1) * (1 / (d 0 - E)) := by
    calc pairSum d E ≤ ∑ _i : Fin (n + 1), 1 / (d 0 - E) :=
          Finset.sum_le_sum fun i _ => one_div_le_one_div_of_le hu (h0 i)
      _ = (n + 1) * (1 / (d 0 - E)) := by
          rw [Finset.sum_const, Finset.card_univ, Fintype.card_fin, nsmul_eq_mul]
          push_cast
          ring
  have e := mul_one_div_cancel hu.ne'
  have hgu := (mul_pos hg hu).le
  have h1 := mul_le_mul_of_nonneg_left hlow hgu
  have h2 := mul_le_mul_of_nonneg_left hupp hgu
  have h3 : g * (d 0 - E) * pairSum d E = d 0 - E := by
    linear_combination -(d 0 - E) * hr.2
  have h4 : g * (d 0 - E) * (1 / (d 0 - E)) = g := by linear_combination g * e
  have h5 : g * (d 0 - E) * ((n + 1) * (1 / (d 0 - E))) = g * (n + 1) := by
    linear_combination g * (n + 1) * e
  rw [h3, h4] at h1
  rw [h3, h5] at h2
  exact ⟨h1, h2⟩

end

end OnePairRichardson
```

```lean
#print axioms OnePairRichardson.one_pair_richardson
#print axioms OnePairRichardson.binding_energy_bounds
```

```
'OnePairRichardson.one_pair_richardson' depends on axioms: [propext, Classical.choice, Quot.sound]
'OnePairRichardson.binding_energy_bounds' depends on axioms: [propext, Classical.choice, Quot.sound]
```

## How the proof is organised

`pairSum_lt` is the monotonicity step, proved term by term from the difference formula. `eq_of_same_side` turns it into uniqueness: two solutions on the same side of every level are equal, because either strict order between them would give two different values of $gS$.

`existsUnique_below` and `existsUnique_gap` carry out the two existence arguments. In each, `F` is the function $f$ above, and `hFc` is its continuity on the closed interval, which holds because the levels left in `R` lie outside it. `intermediate_value_Icc'` is the version of the intermediate value theorem for a left end value above the right one. The nonzero end values then exclude any endpoint that is a level, and `linear_combination` converts the zero of `F` back into the Richardson equation after the nonzero factors are cancelled.

`pairEnergy_location` shows that no solution lies elsewhere. The sign of the sum supplies some level above the solution $x$. Induction then steps down through the levels: if $x$ is also below the previous level, the search continues; otherwise $x$ lies in the gap just reached. At the bottom, $x<d_0$.

`pairEnergies_interlace` collects the solutions in an increasing list,
$$E_0<d_0<E_1<d_1<\dots<E_n<d_n,$$
and uses the location result to show that the list is complete. Since a strictly increasing list has no repetitions, `one_pair_richardson` reads off the count $n+1$.

`binding_energy_bounds` is independent of this chain. Its `hlow` and `hupp` are the two estimates of $S(E)$, which are then multiplied by $gu$ as in the derivation.
